# The BHZ levels with spin mixing $c\,\tau_y\otimes\sigma_y$ are $\pm\sqrt{m^2+(\sqrt{a^2+b^2}\pm c)^2}$

In a quantum well described by the Bernevig-Hughes-Zhang (BHZ) model, an electron-like and a hole-like band approach each other near zero momentum. In the basic form of the model, which has inversion symmetry, the two spin species decouple and every level is doubly degenerate. A crystal without an inversion centre also permits a momentum-independent coupling between the species. How does this coupling change the levels, and where can the gap now close?

At one fixed momentum the Hamiltonian is

$$H=a\,\tau_z\otimes\sigma_x+b\,1\otimes\sigma_y+m\,1\otimes\sigma_z+c\,\tau_y\otimes\sigma_y .$$

The Pauli matrices $\tau$ act on spin and $\sigma$ on the orbital; many texts use the letters the other way round. "Spin" here labels two sets of states related by time reversal. The numbers $a$ and $b$ are the orbital couplings, proportional to the momentum components in the simplest version of the model. The "mass" $m$ is half the energy difference between the two orbitals, and $c$ is the strength of the spin mixing. With $k=\sqrt{a^2+b^2}$, the four levels are $\pm w_+$ and $\pm w_-$, where $w_\pm=\sqrt{m^2+(k\pm c)^2}$.

Three assumptions carry this result: the form of $H$, the reality of its parameters, and the requirement that a state be a nonzero vector.

## Four terms at one momentum

The first assumption is that $H$ contains these four terms and no others. The couplings $a$, $b$ and the mass $m$ make up the BHZ model proper, and $c$ stands for the momentum-independent mixing that broken inversion symmetry allows. An energy offset common to all four states is left out; it would shift every level equally.

```lean
import Mathlib

open Matrix
open scoped Kronecker

namespace BHZSpinMixing

noncomputable section

/-- The Pauli matrix `σx`. -/
def sx : Matrix (Fin 2) (Fin 2) ℂ := !![0, 1; 1, 0]

/-- The Pauli matrix `σy`. -/
def sy : Matrix (Fin 2) (Fin 2) ℂ := !![0, -Complex.I; Complex.I, 0]

/-- The Pauli matrix `σz`. -/
def sz : Matrix (Fin 2) (Fin 2) ℂ := !![1, 0; 0, -1]

/-- The Bernevig-Hughes-Zhang Hamiltonian at fixed momentum, with spin as the first factor and
orbital as the second: `a τz⊗σx + b 1⊗σy + m 1⊗σz`, plus the spin-mixing term `c τy⊗σy`. -/
def bhz (a b m c : ℝ) : Matrix (Fin 2 × Fin 2) (Fin 2 × Fin 2) ℂ :=
  (a : ℂ) • (sz ⊗ₖ sx) + (b : ℂ) • ((1 : Matrix (Fin 2) (Fin 2) ℂ) ⊗ₖ sy)
    + (m : ℂ) • ((1 : Matrix (Fin 2) (Fin 2) ℂ) ⊗ₖ sz) + (c : ℂ) • (sy ⊗ₖ sy)
```

The type of `bhz` says that the matrix has complex entries and that its rows and columns are labelled by pairs (spin, orbital), each index taking the values 0 and 1. The symbol `⊗ₖ` is the Kronecker product, and `(a : ℂ)` is the real number $a$ read as a complex one.

The next two definitions are $w_+$ and $w_-$. The words "Plus" and "Minus" refer to the sign in front of $c$. Both quantities are non-negative, and for negative $c$ `bandPlus` is the smaller one unless $k=0$.

```lean
/-- The branch energy `√(m² + (√(a² + b²) + c)²)`. -/
def bandPlus (a b m c : ℝ) : ℝ := √(m ^ 2 + (√(a ^ 2 + b ^ 2) + c) ^ 2)

/-- The branch energy `√(m² + (√(a² + b²) - c)²)`. -/
def bandMinus (a b m c : ℝ) : ℝ := √(m ^ 2 + (√(a ^ 2 + b ^ 2) - c) ^ 2)
```

By hand, the form of $H$ enters when the matrix is written out. In the order $(0,0),(0,1),(1,0),(1,1)$, and with $x=E-m$, $y=E+m$, $p=a+ib$, $q=a-ib$,

$$E-H=\begin{pmatrix}x&-q&0&c\\-p&y&-c&0\\0&-c&x&p\\c&0&q&y\end{pmatrix}.$$

Expanding along the first row requires three minors:

$$M_{11}=y(xy-pq-c^2),\quad M_{12}=-p(xy-pq+c^2),\quad M_{14}=c(xy+pq-c^2).$$

The determinant is $xM_{11}+qM_{12}-cM_{14}$, that is

$$xy(xy-pq-c^2)-pq(xy-pq+c^2)-c^2(xy+pq-c^2)=(xy-pq-c^2)^2-4c^2pq .$$

Since $xy=E^2-m^2$ and $pq=a^2+b^2$, this gives

$$\det(E-H)=(E^2-a^2-b^2-c^2-m^2)^2-4c^2(a^2+b^2).$$

The Lean proof takes the same route. `stateOrder` fixes the order of the product states, and `det_pattern` expands the determinant for arbitrary complex $x,y,p,q,c$.

```lean
/-- The four spin-orbital product states listed in order, the orbital index running fastest. -/
def stateOrder : Fin 4 ≃ Fin 2 × Fin 2 :=
  Equiv.ofBijective ![(0, 0), (0, 1), (1, 0), (1, 1)] (by decide)

/-- The determinant of a 4 by 4 matrix with the block pattern of `E - H`. -/
theorem det_pattern (x y p q c : ℂ) :
    Matrix.det !![x, -q, 0, c; -p, y, -c, 0; 0, -c, x, p; c, 0, q, y]
      = (x * y - p * q - c ^ 2) ^ 2 - 4 * c ^ 2 * (p * q) := by
  simp [Matrix.det_succ_row_zero, Fin.sum_univ_succ, Fin.succAbove]
  ring
```

In `secular_polynomial`, the step `hM` checks the sixteen entries of the displayed matrix one by one, and `hpq` is the product $pq=a^2+b^2$. Relabelling rows and columns in the same way leaves a determinant unchanged, so the result holds for the original matrix.

```lean
/-- The secular polynomial of the Hamiltonian, free of square roots:
`det(E - H) = (E² - a² - b² - c² - m²)² - 4c²(a² + b²)`. -/
theorem secular_polynomial (a b m c : ℝ) (E : ℂ) :
    (E • (1 : Matrix (Fin 2 × Fin 2) (Fin 2 × Fin 2) ℂ) - bhz a b m c).det
      = (E ^ 2 - (a ^ 2 + b ^ 2 + c ^ 2 + m ^ 2)) ^ 2 - 4 * c ^ 2 * (a ^ 2 + b ^ 2) := by
  -- write `E - H` in the ordered product basis
  have hM : (E • (1 : Matrix (Fin 2 × Fin 2) (Fin 2 × Fin 2) ℂ)
      - bhz a b m c).submatrix stateOrder stateOrder
      = !![E - m, -(a - b * Complex.I), 0, (c : ℂ);
           -(a + b * Complex.I), E + m, -(c : ℂ), 0;
           0, -(c : ℂ), E - m, a + b * Complex.I;
           (c : ℂ), 0, a - b * Complex.I, E + m] := by
    ext i j
    fin_cases i <;> fin_cases j <;>
      simp [stateOrder, bhz, sx, sy, sz, Matrix.kroneckerMap_apply] <;> ring
  have hpq : ((a : ℂ) + b * Complex.I) * (a - b * Complex.I) = a ^ 2 + b ^ 2 := by
    linear_combination (-(b : ℂ) ^ 2) * Complex.I_sq
  rw [← Matrix.det_submatrix_equiv_self stateOrder, hM, det_pattern, hpq]
  ring
```

With a different mixing term the levels can be different. Suppose that $c$ multiplies $\tau_x\otimes\sigma_x$ instead; a momentum-independent term of this form breaks time-reversal symmetry, so it would require magnetism or a magnetic field. That matrix anticommutes with the other three, which also anticommute among themselves, so $H^2=(a^2+b^2+m^2+c^2)\,1$ and the levels do not split at all. The splitting therefore depends on the matrix structure of the mixing as well as on its strength.

## Real couplings and the square roots

The second assumption is that $a,b,m,c$ are real. Physically this makes $H$ Hermitian, because each product of Pauli matrices in it is Hermitian.

The determinant above is pure algebra and makes no use of reality. The assumption enters when the polynomial is factored with real square roots. Since $a^2+b^2\ge 0$, the number $k$ is real and $k^2=a^2+b^2$. Hence

$$\begin{aligned}\det(E-H)&=(E^2-m^2-k^2-c^2)^2-(2ck)^2\\&=\bigl(E^2-m^2-(k+c)^2\bigr)\bigl(E^2-m^2-(k-c)^2\bigr)\\&=(E^2-w_+^2)(E^2-w_-^2).\end{aligned}$$

The last line uses $w_\pm^2=m^2+(k\pm c)^2$, which holds because a sum of squares of real numbers is non-negative. Each factor then splits into $(E-w_\pm)(E+w_\pm)$.

```lean
/-- The spectrum with multiplicities: `det(E - H)` is the product of the four factors
`E ∓ bandPlus` and `E ∓ bandMinus`. -/
theorem det_eq_prod_bands (a b m c : ℝ) (E : ℂ) :
    (E • (1 : Matrix (Fin 2 × Fin 2) (Fin 2 × Fin 2) ℂ) - bhz a b m c).det
      = (E - bandPlus a b m c) * (E + bandPlus a b m c)
        * (E - bandMinus a b m c) * (E + bandMinus a b m c) := by
  -- squares of the three square roots, as complex identities
  have hk : ((√(a ^ 2 + b ^ 2) : ℝ) : ℂ) ^ 2 = a ^ 2 + b ^ 2 := by
    exact_mod_cast Real.sq_sqrt (show 0 ≤ a ^ 2 + b ^ 2 by positivity)
  have hp : (bandPlus a b m c : ℂ) ^ 2 = m ^ 2 + ((√(a ^ 2 + b ^ 2) : ℝ) + c) ^ 2 := by
    exact_mod_cast Real.sq_sqrt (show 0 ≤ m ^ 2 + (√(a ^ 2 + b ^ 2) + c) ^ 2 by positivity)
  have hm : (bandMinus a b m c : ℂ) ^ 2 = m ^ 2 + ((√(a ^ 2 + b ^ 2) : ℝ) - c) ^ 2 := by
    exact_mod_cast Real.sq_sqrt (show 0 ≤ m ^ 2 + (√(a ^ 2 + b ^ 2) - c) ^ 2 by positivity)
  have hprod : (E - bandPlus a b m c) * (E + bandPlus a b m c)
      * (E - bandMinus a b m c) * (E + bandMinus a b m c)
      = (E ^ 2 - (bandPlus a b m c : ℂ) ^ 2) * (E ^ 2 - (bandMinus a b m c : ℂ) ^ 2) := by
    ring
  rw [secular_polynomial, hprod, hp, hm]
  linear_combination (2 * (E ^ 2 - (m : ℂ) ^ 2 - (c : ℂ) ^ 2) - ((a : ℂ) ^ 2 + (b : ℂ) ^ 2)
    - ((√(a ^ 2 + b ^ 2) : ℝ) : ℂ) ^ 2 + 4 * (c : ℂ) ^ 2) * hk
```

The statement holds for every complex $E$, so it gives the four roots with their multiplicities. In the proof, `hk`, `hp` and `hm` are the squares of $k$, $w_+$ and $w_-$, and `positivity` supplies the non-negativity each time. After substitution, the two sides differ by a multiple of $k^2-(a^2+b^2)$, which `linear_combination` removes with `hk`.

If $a$ may be imaginary, the levels need not be real. For $a=i$, $b=m=0$, $c=1$ the secular polynomial is $E^4+4$, whose roots are $\pm1\pm i$.

## States as nonzero vectors

An energy level is a number $E$ for which $Hv=Ev$ has a solution $v\neq0$. The condition $v\ne0$ says that there is a state to speak of: a nonzero vector can be normalised, whereas the zero vector describes no state. Without the condition every number would count as a level, since $v=0$ solves the equation for any $E$.

By hand, $Hv=Ev$ is the same equation as $(E-H)v=0$. A square matrix sends some nonzero vector to zero exactly when its determinant vanishes.

```lean
/-- A nonzero state of energy `E` exists exactly when `det(E - H)` vanishes. -/
theorem eigenstate_iff_det (a b m c : ℝ) (E : ℂ) :
    (∃ v : Fin 2 × Fin 2 → ℂ, v ≠ 0 ∧ bhz a b m c *ᵥ v = E • v) ↔
      (E • (1 : Matrix (Fin 2 × Fin 2) (Fin 2 × Fin 2) ℂ) - bhz a b m c).det = 0 := by
  rw [← Matrix.exists_mulVec_eq_zero_iff]
  refine exists_congr fun v => and_congr_right fun _ => ?_
  rw [Matrix.sub_mulVec, Matrix.smul_mulVec, Matrix.one_mulVec, sub_eq_zero]
  exact eq_comm
```

Here `*ᵥ` is the matrix acting on a vector. The proof starts from Mathlib's criterion for a vanishing determinant and then rearranges $(E-H)v=0$ into $Hv=Ev$, with the condition `v ≠ 0` carried along unchanged.

Combined with the factored determinant, this yields the list of levels. A product is zero exactly when one of its factors is, so $E$ must be one of $w_+,-w_+,w_-,-w_-$.

```lean
/-- The energy levels of the Hamiltonian with spin mixing are exactly `± bandPlus` and
`± bandMinus`. -/
theorem energy_levels (a b m c : ℝ) (E : ℂ) :
    (∃ v : Fin 2 × Fin 2 → ℂ, v ≠ 0 ∧ bhz a b m c *ᵥ v = E • v) ↔
      E = bandPlus a b m c ∨ E = -bandPlus a b m c ∨
      E = bandMinus a b m c ∨ E = -bandMinus a b m c := by
  rw [eigenstate_iff_det, det_eq_prod_bands]
  simp only [mul_eq_zero, sub_eq_zero, add_eq_zero_iff_eq_neg, or_assoc]
```

The number $E$ is allowed to be complex from the start, and its reality is a consequence of the theorem. Some of the four values may coincide; the multiplicities are then read from the factored determinant. For a Hermitian matrix, the multiplicity of a root is also the number of independent states at that energy.

## Real couplings and the closing of the gap

Reality is used a second time to find where the gap closes. The levels come in pairs $\pm w_\pm$, so the gap between the lower two and the upper two closes exactly when zero is a level. At $E=0$ the secular polynomial becomes

$$(k^2+c^2+m^2)^2-4c^2k^2=m^4+2m^2(k^2+c^2)+(k^2-c^2)^2 .$$

For real parameters all three terms on the right are non-negative, so the sum vanishes only if each term does. The first gives $m=0$ and the last gives $k^2=c^2$. Conversely, these two conditions make every term vanish.

```lean
/-- A nonzero state of zero energy exists exactly when the mass `m` vanishes and
`a² + b² = c²`. -/
theorem zero_energy_iff (a b m c : ℝ) :
    (∃ v : Fin 2 × Fin 2 → ℂ, v ≠ 0 ∧ bhz a b m c *ᵥ v = 0) ↔
      m = 0 ∧ a ^ 2 + b ^ 2 = c ^ 2 := by
  have h := eigenstate_iff_det a b m c 0
  rw [secular_polynomial] at h
  simp only [zero_smul] at h
  -- at zero energy the secular polynomial is a sum of non-negative terms
  have key : ((0 : ℂ) ^ 2 - (a ^ 2 + b ^ 2 + c ^ 2 + m ^ 2)) ^ 2 - 4 * c ^ 2 * (a ^ 2 + b ^ 2)
      = (((m ^ 2) ^ 2 + 2 * m ^ 2 * (a ^ 2 + b ^ 2 + c ^ 2)
          + (a ^ 2 + b ^ 2 - c ^ 2) ^ 2 : ℝ) : ℂ) := by
    push_cast
    ring
  rw [h, key, Complex.ofReal_eq_zero]
  constructor
  · intro h0
    have p1 := sq_nonneg (m ^ 2)
    have p2 : 0 ≤ 2 * m ^ 2 * (a ^ 2 + b ^ 2 + c ^ 2) := by positivity
    have p3 := sq_nonneg (a ^ 2 + b ^ 2 - c ^ 2)
    have h1 : (m ^ 2) ^ 2 = 0 := by linarith
    have h2 : (a ^ 2 + b ^ 2 - c ^ 2) ^ 2 = 0 := by linarith
    exact ⟨pow_eq_zero_iff two_ne_zero |>.1 (pow_eq_zero_iff two_ne_zero |>.1 h1),
      sub_eq_zero.1 (pow_eq_zero_iff two_ne_zero |>.1 h2)⟩
  · rintro ⟨hm, hc⟩
    rw [hm, hc]
    ring
```

In the proof, `key` is this rearrangement, and `p1`, `p2`, `p3` are the three non-negativity statements. From them `linarith` concludes that the first and last terms are zero.

At $m=0$, then, the gap closes on the circle $a^2+b^2=c^2$ in the $(a,b)$ plane. Without spin mixing the circle shrinks to the origin. If $m$ may be imaginary, the criterion fails: $m=i$, $a=1$, $b=c=0$ has a zero-energy vector although $m\neq0$.

The same use of reality settles when the double degeneracy survives. The squares of the two branch energies differ by

$$w_+^2-w_-^2=(k+c)^2-(k-c)^2=4ck .$$

Since $w_+$ and $w_-$ are non-negative, they are equal exactly when $ck=0$. Either $c=0$, or $k=0$; in the second case $a^2+b^2=0$ forces $a=b=0$.

```lean
/-- The two branches coincide exactly when the spin mixing `c` vanishes or `a = b = 0`. -/
theorem branches_coincide_iff (a b m c : ℝ) :
    bandPlus a b m c = bandMinus a b m c ↔ c = 0 ∨ (a = 0 ∧ b = 0) := by
  unfold bandPlus bandMinus
  rw [Real.sqrt_inj (by positivity) (by positivity)]
  constructor
  · intro h
    have hkc : c * √(a ^ 2 + b ^ 2) = 0 := by linarith
    rcases mul_eq_zero.1 hkc with hc | hk
    · exact Or.inl hc
    · have hr : a ^ 2 + b ^ 2 = 0 := (Real.sqrt_eq_zero (by positivity)).1 hk
      have ha : a ^ 2 = 0 := by linarith [sq_nonneg a, sq_nonneg b]
      have hb : b ^ 2 = 0 := by linarith [sq_nonneg a, sq_nonneg b]
      exact Or.inr ⟨pow_eq_zero_iff two_ne_zero |>.1 ha, pow_eq_zero_iff two_ne_zero |>.1 hb⟩
  · rintro (hc | ⟨ha, hb⟩)
    · rw [hc]
      ring
    · have hk : √(a ^ 2 + b ^ 2) = 0 := by
        rw [Real.sqrt_eq_zero (by positivity), ha, hb]
        ring
      rw [hk]
      ring

end

end BHZSpinMixing
```

`Real.sqrt_inj` reduces the equality of the roots to the equality of the expressions beneath them, and `hkc` is the condition $ck=0$. For complex couplings the conclusion can fail: with $a=1$ and $b=i$ one has $a^2+b^2=0$, so the two factors of the secular polynomial coincide for every $c$.

```lean
#print axioms BHZSpinMixing.energy_levels
-- 'BHZSpinMixing.energy_levels' depends on axioms: [propext, Classical.choice, Quot.sound]
#print axioms BHZSpinMixing.zero_energy_iff
-- 'BHZSpinMixing.zero_energy_iff' depends on axioms: [propext, Classical.choice, Quot.sound]
#print axioms BHZSpinMixing.branches_coincide_iff
-- 'BHZSpinMixing.branches_coincide_iff' depends on axioms: [propext, Classical.choice, Quot.sound]
```

## The levels at $a=3$, $b=4$, $c=5$

Take $m=24$, in any energy unit. Then $k=5$, so $k+c=10$ and $k-c=0$, and

$$w_+=\sqrt{576+100}=26,\qquad w_-=\sqrt{576+0}=24 .$$

The levels are $\pm26$ and $\pm24$. The secular polynomial agrees: it is $(E^2-626)^2-2500$, so $E^2=626\pm50$, which is $676$ or $576$.

Now set $m=0$ and keep the other values. Since $a^2+b^2=25=c^2$, the gap must close, and indeed the levels are $\pm10$ and a double zero. In the order of states used above, one normalised zero-energy state is

$$v=\frac{1}{\sqrt{50}}\,(0,\;3+4i,\;0,\;5).$$

The first component of $Hv$ is proportional to $(3-4i)(3+4i)-5\cdot5=0$, the third to $5(3+4i)-(3+4i)5=0$, and the other two contain only the vanishing components of $v$.

## From one momentum to a band structure

The theorems concern one four-by-four matrix. Applying them to a material requires a step that their hypotheses do not supply: the effective model must describe the well, with $a$, $b$ and $m$ given as functions of momentum. A common choice is $a=Ak_x$, $b=Ak_y$, $m=M-B(k_x^2+k_y^2)$, with momentum components $k_x$, $k_y$ and material constants $A\neq0$, $B$ and $M$. The quantity $k$ used above is then $|A|\sqrt{k_x^2+k_y^2}$, not the momentum itself. With constant $c$, the gap then closes when $m$ vanishes at momentum $|c/A|$, that is, at $M=Bc^2/A^2$ instead of $M=0$.

For electronic-structure calculations within this non-interacting four-band model, the formula gives reference values for numerical diagonalisation at any single momentum. Topological invariants and edge states are outside its scope: the levels at one momentum do not determine them, and even the levels at all momenta leave out the information carried by the eigenstates.
